# Canonical purification never raises the band energy of aufbau-ordered occupations

Take two levels with energies 0 and 1. The lower one has occupation 3/4 and the upper one 1/4, so together they hold one electron. A canonical purification step pushes each occupation x away from a centre c, with a strength proportional to x(1 − x). Here both strengths are 3/16 and the centre is 1/2. With the denominator max(c, 1 − c) = 1/2, the lower level gains

(3/16)(3/4 − 1/2)/(1/2) = 3/32

and the upper level loses the same amount. The electron number stays at 1, and the band energy falls from 1/4 to 5/32. Charge has moved from the less occupied level to the more occupied one, which here is also the lower one.

More generally, take any finite set of levels with occupations between 0 and 1, in which a more occupied level never lies higher in energy. A canonical purification step that conserves the electron number then cannot raise the band energy.

## Occupations, centre and energy

Let i run over a finite set of levels, the type `ι`. Level i has a real energy eᵢ and an occupation xᵢ. In matrix language, and in an orthonormal basis, the xᵢ are the eigenvalues of a density matrix that commutes with a fixed one-electron Hamiltonian, and the eᵢ are the Hamiltonian's eigenvalues on the shared eigenvectors. Purification applies a polynomial to the density matrix, so the eigenvectors stay put and only the occupations change.

```lean
import Mathlib

open Finset

namespace CanonicalPurificationEnergy

noncomputable section

variable {ι : Type*} [Fintype ι]
```

For a real parameter c, put m = max(c, 1 − c). The update of one occupation is

p(x) = x + x(1 − x)(x − c)/m.

It leaves x = 0, x = 1 and x = c where they are. In Lean the parameter is the first argument, so p(x) is `purify c x`.

```lean
/-- The canonical purification update of a single occupation `x` with parameter `c`. -/
def purify (c x : ℝ) : ℝ := x + x * (1 - x) * (x - c) / max c (1 - c)
```

Write wᵢ = xᵢ(1 − xᵢ) and W = ∑ᵢ wᵢ. For occupations in [0,1] the weight wᵢ is nonnegative, and it vanishes only for an empty or a full level. The canonical centre is the weighted mean

c = (∑ᵢ wᵢxᵢ)/W.

The code writes the weights out as `x i * (1 - x i)`.

```lean
/-- The canonical centre: the mean occupation with weights `x i * (1 - x i)`, meant for
occupations whose weights do not sum to zero. -/
def center (x : ι → ℝ) : ℝ :=
  (∑ i, x i * (1 - x i) * x i) / ∑ i, x i * (1 - x i)
```

The band energy is that of non-interacting electrons:

E = ∑ᵢ eᵢxᵢ.

Spin degeneracy would only multiply it by a constant.

```lean
/-- The band energy of levels `e` with occupations `x`. -/
def bandEnergy (e x : ι → ℝ) : ℝ := ∑ i, e i * x i
```

The ordering condition says that xⱼ < xᵢ implies eᵢ ≤ eⱼ. Levels with equal occupations may have any energies. The condition holds, for instance, when the starting density matrix is a decreasing linear function of the Hamiltonian.

```lean
/-- A more occupied level never lies higher in energy than a less occupied one. -/
def AufbauOrdered (e x : ι → ℝ) : Prop := ∀ i j, x j < x i → e i ≤ e j
```

## The update keeps occupations in order

The denominator causes no trouble, because m is at least c and at least 1 − c. Adding the two bounds gives 2m ≥ 1, so m is positive for every real c.

```lean
/-- The denominator of the purification update is positive for every real `c`. -/
theorem denominator_pos (c : ℝ) : 0 < max c (1 - c) := by
  have h1 := le_max_left c (1 - c)
  have h2 := le_max_right c (1 - c)
  linarith
```

A run of several steps also needs the update to preserve the order of the occupations. For 0 ≤ x ≤ y ≤ 1, factoring out y − x gives

p(y) − p(x) = (y − x)K/m,

K = m − (x² + xy + y²) + (1 + c)(x + y) − c.

Regrouping K shows its sign:

K = x(1 − x) + y(1 − y) + ½[x(1 − y) + y(1 − x)] + R,

R = m − c + (c − ½)(x + y).

All terms before R are nonnegative. If c ≥ ½, then R ≥ 0 because m ≥ c. If c ≤ ½, then

R = (m − 1 + c) + (½ − c)(2 − x − y) ≥ 0,

because m ≥ 1 − c. In the proof, `a1` to `a4` are the four products, `a5` is the bound on R with its two cases, and `hd` is the factored difference. The maximum enters only through its positivity and its two lower bounds, so `generalize` replaces it by a plain number m.

```lean
/-- For every real `c`, the update preserves the order of occupations in `[0,1]`. -/
theorem purify_mono (c : ℝ) {x y : ℝ} (hx : 0 ≤ x) (hxy : x ≤ y) (hy : y ≤ 1) :
    purify c x ≤ purify c y := by
  have hm := denominator_pos c
  have h1 := le_max_left c (1 - c)
  have h2 := le_max_right c (1 - c)
  unfold purify
  generalize max c (1 - c) = m at hm h1 h2 ⊢
  -- the slope of the chord between x and y, times m
  have key : 0 ≤ m - (x ^ 2 + x * y + y ^ 2) + (1 + c) * (x + y) - c := by
    have a1 : 0 ≤ x * (1 - x) := mul_nonneg hx (by linarith)
    have a2 : 0 ≤ y * (1 - y) := mul_nonneg (by linarith) (by linarith)
    have a3 : 0 ≤ x * (1 - y) := mul_nonneg hx (by linarith)
    have a4 : 0 ≤ y * (1 - x) := mul_nonneg (by linarith) (by linarith)
    have a5 : 0 ≤ m - c + (c - 1 / 2) * (x + y) := by
      rcases le_total (1 / 2) c with hc | hc
      · have := mul_nonneg (sub_nonneg.2 hc) (by linarith : 0 ≤ x + y)
        linarith
      · have := mul_nonneg (sub_nonneg.2 hc) (by linarith : 0 ≤ 2 - x - y)
        nlinarith
    nlinarith
  have hd : (y + y * (1 - y) * (y - c) / m) - (x + x * (1 - x) * (x - c) / m)
      = (y - x) * (m - (x ^ 2 + x * y + y ^ 2) + (1 + c) * (x + y) - c) / m := by
    have hm' : m ≠ 0 := hm.ne'
    field_simp
    ring
  have := div_nonneg (mul_nonneg (sub_nonneg.2 hxy) key) hm.le
  linarith
```

## Conserving the electron number

Summing the update over all levels gives

∑ᵢ p(xᵢ) = ∑ᵢ xᵢ + D/m, where D = ∑ᵢ wᵢ(xᵢ − c).

Since m is not zero, the electron number is conserved exactly when D = 0. The step `hs` is this sum, and the two directions of the equivalence follow from it.

```lean
/-- The update conserves the electron number exactly when the weighted deviations of the
occupations from `c` sum to zero. -/
theorem electron_count_iff (x : ι → ℝ) (c : ℝ) :
    ∑ i, purify c (x i) = ∑ i, x i ↔ ∑ i, x i * (1 - x i) * (x i - c) = 0 := by
  have hm := denominator_pos c
  have hs : ∑ i, purify c (x i)
      = ∑ i, x i + (∑ i, x i * (1 - x i) * (x i - c)) / max c (1 - c) := by
    simp only [purify, sum_add_distrib, sum_div]
  rw [hs]
  constructor
  · intro h
    have h0 : (∑ i, x i * (1 - x i) * (x i - c)) / max c (1 - c) = 0 := by linarith
    exact (div_eq_zero_iff.mp h0).resolve_right hm.ne'
  · intro h
    rw [h, zero_div, add_zero]
```

## The energy change as a sum over pairs

Let E′ be the band energy after the step, and set

A = ∑ᵢ eᵢwᵢ(xᵢ − c), B = ∑ᵢ wᵢeᵢ.

The update gives m(E′ − E) = A. To compare levels with one another, write xᵢ − xⱼ = (xᵢ − c) − (xⱼ − c) and expand:

∑ᵢ∑ⱼ wᵢwⱼ(eᵢ − eⱼ)(xᵢ − xⱼ) = AW − BD − DB + WA.

Conservation means D = 0, which leaves 2AW. Therefore

2mW(E′ − E) = ∑ᵢ∑ⱼ wᵢwⱼ(eᵢ − eⱼ)(xᵢ − xⱼ).

For the two levels of the opening example, both sides equal −9/256. In the proof, `hE'` is the relation m(E′ − E) = A and `hS` is the expansion; `linear_combination` joins them once D has been set to zero. No ordering is needed for this identity, nor any bound on the occupations.

```lean
/-- For an update that conserves the electron number, the change in band energy, multiplied by
`2 * max c (1 - c)` and by the sum of the weights `x i * (1 - x i)`, equals a sum over pairs of
levels. -/
theorem energy_change (e x : ι → ℝ) (c : ℝ) (h : ∑ i, purify c (x i) = ∑ i, x i) :
    2 * max c (1 - c) * (∑ i, x i * (1 - x i)) *
        (bandEnergy e (fun i => purify c (x i)) - bandEnergy e x)
      = ∑ i, ∑ j, x i * (1 - x i) * (x j * (1 - x j)) * ((e i - e j) * (x i - x j)) := by
  have hm : max c (1 - c) ≠ 0 := (denominator_pos c).ne'
  have h0 := (electron_count_iff x c).1 h
  have hE : bandEnergy e (fun i => purify c (x i)) - bandEnergy e x
      = (∑ i, e i * (x i * (1 - x i) * (x i - c))) / max c (1 - c) := by
    simp only [bandEnergy, purify]
    rw [← sum_sub_distrib, sum_div]
    exact sum_congr rfl fun i _ => by ring
  have hE' : max c (1 - c) * (bandEnergy e (fun i => purify c (x i)) - bandEnergy e x)
      = ∑ i, e i * (x i * (1 - x i) * (x i - c)) := by
    rw [hE]
    field_simp
  -- expand the pair sum into products of single sums
  have hS : ∑ i, ∑ j, x i * (1 - x i) * (x j * (1 - x j)) * ((e i - e j) * (x i - x j))
      = (∑ i, e i * (x i * (1 - x i) * (x i - c))) * (∑ j, x j * (1 - x j))
        - (∑ i, x i * (1 - x i) * e i) * (∑ j, x j * (1 - x j) * (x j - c))
        - (∑ i, x i * (1 - x i) * (x i - c)) * (∑ j, x j * (1 - x j) * e j)
        + (∑ i, x i * (1 - x i)) * (∑ j, e j * (x j * (1 - x j) * (x j - c))) := by
    simp only [sum_mul_sum, ← sum_sub_distrib, ← sum_add_distrib]
    exact sum_congr rfl fun i _ => sum_congr rfl fun j _ => by ring
  rw [h0] at hS
  linear_combination 2 * (∑ i, x i * (1 - x i)) * hE' - hS
```

The ordering condition now fixes the sign of each term. If xᵢ > xⱼ, then eᵢ ≤ eⱼ, and the product (eᵢ − eⱼ)(xᵢ − xⱼ) is at most zero. If xᵢ < xⱼ, the two levels exchange roles and the result is the same. If the occupations are equal, the product vanishes. Multiplying by wᵢwⱼ ≥ 0 keeps the sign. These are the three cases of `lt_trichotomy`.

```lean
omit [Fintype ι] in
/-- For occupations in `[0,1]` in aufbau order, the product of the two weights, the energy
difference and the occupation difference of any pair of levels is at most zero. -/
theorem pair_nonpos {e x : ι → ℝ} (hx : ∀ i, 0 ≤ x i ∧ x i ≤ 1) (ho : AufbauOrdered e x)
    (i j : ι) :
    x i * (1 - x i) * (x j * (1 - x j)) * ((e i - e j) * (x i - x j)) ≤ 0 := by
  have hw : ∀ k, 0 ≤ x k * (1 - x k) := fun k =>
    mul_nonneg (hx k).1 (sub_nonneg.2 (hx k).2)
  have hp : 0 ≤ -((e i - e j) * (x i - x j)) := by
    rcases lt_trichotomy (x i) (x j) with h | h | h
    · nlinarith [mul_nonneg (sub_nonneg.2 (ho j i h)) (sub_nonneg.2 h.le)]
    · rw [h]; simp
    · nlinarith [mul_nonneg (sub_nonneg.2 (ho i j h)) (sub_nonneg.2 h.le)]
  have := mul_nonneg (mul_nonneg (hw i) (hw j)) hp
  linarith
```

## One step cannot raise the energy

The right-hand side of the energy identity is thus at most zero. If W > 0, then 2mW is positive, and E′ ≤ E follows. If W = 0, every weight vanishes because none is negative; all levels are then empty or full, nothing moves, and E′ = E. The proof splits into these two cases. In the second branch it assumes that the energy rises and contradicts the sign of the pair sum.

```lean
/-- For occupations in `[0,1]` in aufbau order, an update that conserves the electron number
does not raise the band energy. -/
theorem bandEnergy_purify_le {e x : ι → ℝ} {c : ℝ} (hx : ∀ i, 0 ≤ x i ∧ x i ≤ 1)
    (ho : AufbauOrdered e x) (h : ∑ i, purify c (x i) = ∑ i, x i) :
    bandEnergy e (fun i => purify c (x i)) ≤ bandEnergy e x := by
  have hw : ∀ i, 0 ≤ x i * (1 - x i) := fun i =>
    mul_nonneg (hx i).1 (sub_nonneg.2 (hx i).2)
  rcases (sum_nonneg fun i _ => hw i : 0 ≤ ∑ i, x i * (1 - x i)).eq_or_lt with h0 | hW
  · -- all occupations are 0 or 1, and nothing moves
    have hfix : ∀ i, purify c (x i) = x i := fun i => by
      have hz := (sum_eq_zero_iff_of_nonneg fun i _ => hw i).1 h0.symm i (mem_univ i)
      unfold purify
      rw [hz]
      ring
    have hE : bandEnergy e (fun i => purify c (x i)) = bandEnergy e x :=
      congrArg _ (funext hfix)
    exact hE.le
  · have hD := sum_nonpos fun i (_ : i ∈ univ) =>
      sum_nonpos fun j (_ : j ∈ univ) => pair_nonpos hx ho i j
    rw [← energy_change e x c h] at hD
    by_contra hlt
    have hpos := mul_pos (mul_pos (mul_pos two_pos (denominator_pos c)) hW)
      (sub_pos.2 (not_le.1 hlt))
    linarith
```

It remains to identify the parameter. If some level has an occupation other than 0 and 1, its weight is positive, and so is W. Then

D = ∑ᵢ wᵢxᵢ − cW

vanishes for exactly one value of c, the canonical centre.

The theorem below takes occupations in [0,1] (`hx`), at least one of them fractional (`hfrac`), and the ordering condition (`ho`). Its first conclusion says that, for every real c, the update conserves the electron number if and only if c is `center x`. Its second says that the update with this centre does not raise the band energy. The fractional level is needed for the uniqueness: if all occupations are 0 or 1, every c conserves the number. In the proof, `hW` is the positivity of W and `hiff` solves D = 0 for c.

```lean
/-- For occupations in `[0,1]`, not all 0 or 1 and in aufbau order, the canonical centre is the
only parameter that conserves the electron number, and the update with it does not raise the
band energy. -/
theorem canonical_purification {e x : ι → ℝ} (hx : ∀ i, 0 ≤ x i ∧ x i ≤ 1)
    (hfrac : ∃ i, x i ≠ 0 ∧ x i ≠ 1) (ho : AufbauOrdered e x) :
    (∀ c, ∑ i, purify c (x i) = ∑ i, x i ↔ c = center x) ∧
      bandEnergy e (fun i => purify (center x) (x i)) ≤ bandEnergy e x := by
  obtain ⟨k, hk0, hk1⟩ := hfrac
  have hW : 0 < ∑ i, x i * (1 - x i) :=
    sum_pos' (fun i _ => mul_nonneg (hx i).1 (sub_nonneg.2 (hx i).2))
      ⟨k, mem_univ k, mul_pos (lt_of_le_of_ne (hx k).1 hk0.symm)
        (sub_pos.2 (lt_of_le_of_ne (hx k).2 hk1))⟩
  have hiff : ∀ c, ∑ i, purify c (x i) = ∑ i, x i ↔ c = center x := fun c => by
    have hs : ∑ i, x i * (1 - x i) * (x i - c)
        = ∑ i, x i * (1 - x i) * x i - c * ∑ i, x i * (1 - x i) := by
      rw [mul_sum, ← sum_sub_distrib]
      exact sum_congr rfl fun i _ => by ring
    rw [electron_count_iff, hs, center, eq_div_iff hW.ne']
    constructor <;> intro h <;> linarith
  exact ⟨hiff, bandEnergy_purify_le hx ho ((hiff _).2 rfl)⟩
```

## A whole purification run

Let `x n` be the occupations after n steps and `c n` the parameter of the next step. Only the starting occupations are assumed to lie in [0,1] and to be ordered; each step must conserve the electron number. By the previous theorem, this forces `c n` to be the canonical centre as long as a fractional occupation is present.

Both starting properties survive a step. Because p is nondecreasing with p(0) = 0 and p(1) = 1, occupations stay in [0,1]. If p(xⱼ) < p(xᵢ), then xⱼ < xᵢ, since xᵢ ≤ xⱼ would give p(xᵢ) ≤ p(xⱼ). The old ordering therefore yields eᵢ ≤ eⱼ, as the new ordering requires. The induction `inv` carries both properties along the run, and the one-step inequality then applies each time. `Antitone` means that the band energy never increases with n.

```lean
/-- Along a purification run that conserves the electron number at each step and starts from
occupations in `[0,1]` in aufbau order, the band energy never rises. -/
theorem purification_run_antitone {e : ι → ℝ} {x : ℕ → ι → ℝ} {c : ℕ → ℝ}
    (hx : ∀ i, 0 ≤ x 0 i ∧ x 0 i ≤ 1) (ho : AufbauOrdered e (x 0))
    (hstep : ∀ n, x (n + 1) = fun i => purify (c n) (x n i))
    (hN : ∀ n, ∑ i, x (n + 1) i = ∑ i, x n i) :
    Antitone fun n => bandEnergy e (x n) := by
  -- range and order of the occupations survive every step
  have inv : ∀ n, (∀ i, 0 ≤ x n i ∧ x n i ≤ 1) ∧ AufbauOrdered e (x n) := by
    intro n
    induction n with
    | zero => exact ⟨hx, ho⟩
    | succ n ih =>
      obtain ⟨hr, hord⟩ := ih
      rw [hstep n]
      refine ⟨fun i => ⟨?_, ?_⟩, fun i j hij => hord i j ?_⟩
      · have h := purify_mono (c n) le_rfl (hr i).1 (hr i).2
        have h0 : purify (c n) 0 = 0 := by simp [purify]
        linarith
      · have h := purify_mono (c n) (hr i).1 (hr i).2 le_rfl
        have h1 : purify (c n) 1 = 1 := by simp [purify]
        linarith
      · by_contra hle
        exact not_le_of_gt hij (purify_mono (c n) (hr i).1 (not_lt.1 hle) (hr j).2)
  refine antitone_nat_of_succ_le fun n => ?_
  have hn := hN n
  rw [hstep n] at hn ⊢
  exact bandEnergy_purify_le (inv n).1 (inv n).2 hn
```

In a finite, non-interacting model with a fixed Hamiltonian, a rise in band energy during such a run is therefore a sign that a hypothesis has failed, for example because dropping small matrix elements has altered the density matrix. The theorem makes no statement about convergence or about how fast the energy falls.

## Inverted occupations

Exchange the two energies of the opening example, so that the level at energy 1 has occupation 3/4 and the level at energy 0 has 1/4. The occupations move as before, to 27/32 and 5/32, because the update never looks at the energies. The band energy now rises from 3/4 to 27/32. Some condition linking occupations to energies is thus necessary. The last theorem evaluates the centre and compares the two energies directly.

```lean
/-- Two levels with energies 1 and 0 and inverted occupations 3/4 and 1/4 have canonical
centre 1/2, and the update with it raises their band energy. -/
theorem inverted_occupations_raise_energy :
    center ![(3 / 4 : ℝ), 1 / 4] = 1 / 2 ∧
      bandEnergy ![1, 0] ![(3 / 4 : ℝ), 1 / 4]
        < bandEnergy ![1, 0] (fun i => purify (1 / 2) (![(3 / 4 : ℝ), 1 / 4] i)) := by
  constructor
  · norm_num [center, Fin.sum_univ_two]
  · norm_num [bandEnergy, purify, Fin.sum_univ_two]

end

end CanonicalPurificationEnergy
```

```lean
#print axioms CanonicalPurificationEnergy.bandEnergy_purify_le
-- 'CanonicalPurificationEnergy.bandEnergy_purify_le' depends on axioms: [propext, Classical.choice, Quot.sound]
#print axioms CanonicalPurificationEnergy.canonical_purification
-- 'CanonicalPurificationEnergy.canonical_purification' depends on axioms: [propext, Classical.choice, Quot.sound]
#print axioms CanonicalPurificationEnergy.purification_run_antitone
-- 'CanonicalPurificationEnergy.purification_run_antitone' depends on axioms: [propext, Classical.choice, Quot.sound]
#print axioms CanonicalPurificationEnergy.inverted_occupations_raise_energy
-- 'CanonicalPurificationEnergy.inverted_occupations_raise_energy' depends on axioms: [propext, Classical.choice, Quot.sound]
```
